# A complex shift of a Gaussian auxiliary field, with its compensating weight, preserves averages of finite exponential sums

Before sampling the auxiliary fields in a quantum Monte Carlo calculation, one often subtracts a mean-field background from the one-body operator that the field couples to. A repulsive interaction $\lambda v^2/2$ with $\lambda>0$ gives a factor $e^{-s^2v^2/2}$ in the propagator for a short step in imaginary time, where $v$ is an eigenvalue of the one-body operator and $s^2$ is the time step times $\lambda$, in units with $\hbar=1$. The Hubbard-Stratonovich transformation writes this factor as the average of the phase $e^{isxv}$ over a Gaussian field $x$. Subtracting a background $m$ leaves a phase driven by $v-m$, which fluctuates less when $m$ is close to $v$.

The subtraction is a shift of the field by an imaginary constant. For real $c$, substituting $x\to x-c$ in a Gaussian average gives

$$E[F(x)]=E\!\left[e^{xc-c^2/2}\,F(x-c)\right].$$

For complex $c$ the substitution moves the line of integration off the real axis, so the identity needs an argument. It is proved below for one field and for $F$ a finite sum of exponentials.

## The field average and the sampled quantity

```lean
import Mathlib

open MeasureTheory Complex

namespace ContourShift

noncomputable section

/-- Average of a complex function of one auxiliary field `x` over the standard Gaussian. -/
def gaussAvg (f : ℝ → ℂ) : ℂ :=
  ((Real.sqrt (2 * Real.pi) : ℝ) : ℂ)⁻¹ * ∫ x : ℝ, exp (-(x : ℂ) ^ 2 / 2) * f x
```

`gaussAvg f` is the average over a standard Gaussian field,

$$E[f]=\frac{1}{\sqrt{2\pi}}\int_{-\infty}^{\infty}e^{-x^2/2}f(x)\,dx .$$

The type `ℝ → ℂ` says that $f$ takes a real field to a complex number. The notation `(x : ℂ)` means the real number $x$ regarded as a complex one. Plain `exp` is the complex exponential, and `Real.exp` is the real one.

```lean
/-- A finite superposition of exponentials `∑ j, w j * exp (z * a j)` in a complex field `z`. -/
def overlap {ι : Type*} [Fintype ι] (w a : ι → ℂ) (z : ℂ) : ℂ :=
  ∑ j, w j * exp (z * a j)
```

This is $F(z)=\sum_j w_je^{za_j}$, with complex weights $w_j$ and exponents $a_j$. The index type `ι` is any finite set of labels. Despite its name, `overlap` is not an inner product but this sum. A matrix element $\langle\psi|e^{zA}|\phi\rangle$ has the same form when $A$ is diagonalisable on a finite-dimensional space: the $a_j$ are its eigenvalues, and the $w_j$ are the matrix elements of its spectral projectors. That expansion is the step from operators to the sums treated here, and it is left to the reader.

```lean
/-- The integrand after background subtraction: a phase driven by the fluctuation `v - m`,
times a real mean-field factor that does not depend on the field `x`. -/
def subtracted (s v m x : ℝ) : ℂ :=
  exp (x * (I * ((s * (v - m) : ℝ) : ℂ))) *
    ((Real.exp (-(s ^ 2 * (m * v - m ^ 2 / 2))) : ℝ) : ℂ)
```

For real $s,v,m$ and $x$ this defines

$$S(x)=e^{isx(v-m)}\,e^{-s^2(mv-m^2/2)} .$$

The symbol `I` is the imaginary unit. The first factor is a pure phase, and the second is real and independent of the field.

## The Gaussian integral with a complex exponent

```lean
lemma sqrt_two_pi_ne_zero : ((Real.sqrt (2 * Real.pi) : ℝ) : ℂ) ≠ 0 :=
  Complex.ofReal_ne_zero.mpr (by positivity)
```

The normalisation $\sqrt{2\pi}$ is non-zero, so it may be cancelled later.

```lean
/-- The Gaussian integral with a complex linear term `x * a` in the exponent. -/
theorem weighted_integral (a : ℂ) :
    ∫ x : ℝ, exp (-(x : ℂ) ^ 2 / 2) * exp (x * a) =
      ((Real.sqrt (2 * Real.pi) : ℝ) : ℂ) * exp (a ^ 2 / 2) := by
  have h := integral_cexp_quadratic (b := ((-1 / 2 : ℝ) : ℂ))
    (by rw [Complex.ofReal_re]; norm_num) a 0
  have e : ((Real.pi : ℂ) / -((-1 / 2 : ℝ) : ℂ)) ^ (1 / 2 : ℂ) =
      ((Real.sqrt (2 * Real.pi) : ℝ) : ℂ) := by
    rw [Real.sqrt_eq_rpow, Complex.ofReal_cpow (by positivity)]
    push_cast
    congr 1
    ring
  rw [e] at h
  calc _ = ∫ x : ℝ, exp (((-1 / 2 : ℝ) : ℂ) * (x : ℂ) ^ 2 + a * x + 0) := by
        congr 1
        funext x
        rw [← Complex.exp_add]
        congr 1
        push_cast
        ring
    _ = _ := by
        rw [h]
        congr 2
        push_cast
        ring
```

A theorem in Lean has a name, its variables, the statement after the colon, and a proof after `:=`. This one says

$$\int_{-\infty}^{\infty}e^{-x^2/2}e^{xa}\,dx=\sqrt{2\pi}\,e^{a^2/2}\qquad(a\in\mathbb C).$$

For real $a$, complete the square, $-x^2/2+xa=-(x-a)^2/2+a^2/2$, and translate $x$. Both sides are entire functions of $a$ that agree on the real axis, so they agree for every complex $a$.

The proof takes the general quadratic formula `integral_cexp_quadratic` from Mathlib and sets the coefficient of $x^2$ to $-1/2$. The rest identifies the prefactor with $\sqrt{2\pi}$ and matches the exponents. Here `congr` reduces an equality of exponentials to one of exponents, and `ring` checks the remaining algebra.

```lean
/-- Every complex exponential of the field is integrable against the Gaussian weight. -/
theorem weighted_integrable (a : ℂ) :
    Integrable (fun x : ℝ => exp (-(x : ℂ) ^ 2 / 2) * exp (x * a)) := by
  -- a non-integrable function would have integral zero, but the integral is non-zero
  by_contra h
  have h0 := integral_undef h
  rw [weighted_integral] at h0
  exact mul_ne_zero sqrt_two_pi_ne_zero (Complex.exp_ne_zero _) h0
```

By hand, the modulus of the integrand is $e^{-x^2/2+x\,\mathrm{Re}\,a}$, which decays fast enough to be integrable. Lean takes a shorter route. It assigns the value zero to the integral of a non-integrable function, whereas the integral just computed is non-zero, so the integrand must be integrable.

```lean
/-- The Gaussian average of a superposition of exponentials, term by term. -/
theorem gaussAvg_overlap {ι : Type*} [Fintype ι] (w a : ι → ℂ) :
    gaussAvg (fun x => overlap w a x) = ∑ j, w j * exp (a j ^ 2 / 2) := by
  have h : (fun x : ℝ => exp (-(x : ℂ) ^ 2 / 2) * overlap w a x) =
      fun x : ℝ => ∑ j, w j * (exp (-(x : ℂ) ^ 2 / 2) * exp (x * a j)) := by
    funext x
    rw [overlap, Finset.mul_sum]
    exact Finset.sum_congr rfl fun j _ => mul_left_comm _ _ _
  rw [gaussAvg, h, MeasureTheory.integral_finsetSum _ fun j _ => (weighted_integrable (a j)).const_mul (w j),
    Finset.mul_sum]
  refine Finset.sum_congr rfl fun j _ => ?_
  rw [integral_const_mul, weighted_integral, mul_left_comm,
    inv_mul_cancel_left₀ sqrt_two_pi_ne_zero]
```

Averaging term by term gives

$$E[F(x)]=\sum_j w_j\,e^{a_j^2/2}.$$

The integrability result permits the exchange of the finite sum and the integral, `weighted_integral` evaluates each term, and the factor $\sqrt{2\pi}$ cancels against the normalisation.

## Shifting the field by a complex constant

```lean
/-- **Contour shift.** Moving the auxiliary field by any complex `c`, with the compensating
weight `exp (x c - c² / 2)`, leaves the average of a superposition of exponentials unchanged. -/
theorem contour_shift {ι : Type*} [Fintype ι] (w a : ι → ℂ) (c : ℂ) :
    gaussAvg (fun x => overlap w a x) =
      gaussAvg (fun x => exp (x * c - c ^ 2 / 2) * overlap w a (x - c)) := by
  -- the shifted integrand is again a superposition, with exponents `a j + c`
  have h : (fun x : ℝ => exp (x * c - c ^ 2 / 2) * overlap w a (x - c)) =
      fun x : ℝ => overlap (fun j => w j * exp (-c ^ 2 / 2 - c * a j)) (fun j => a j + c) x := by
    funext x
    simp only [overlap, Finset.mul_sum]
    refine Finset.sum_congr rfl fun j _ => ?_
    rw [mul_left_comm, ← Complex.exp_add, mul_assoc, ← Complex.exp_add]
    congr 2
    ring
  rw [h, gaussAvg_overlap, gaussAvg_overlap]
  refine Finset.sum_congr rfl fun j _ => ?_
  rw [mul_assoc, ← Complex.exp_add]
  congr 2
  ring
```

This is the identity of the introduction for every complex $c$ and every finite sum $F$. By hand, each term of the shifted integrand is again an exponential in $x$:

$$e^{xc-c^2/2}\,w_je^{(x-c)a_j}=w_je^{-c^2/2-ca_j}\,e^{x(a_j+c)} .$$

Its average carries the exponent

$$-\frac{c^2}{2}-ca_j+\frac{(a_j+c)^2}{2}=\frac{a_j^2}{2},$$

which is the exponent found without the shift. Summing over $j$ proves the claim.

The Lean proof follows these lines. The statement `h` rewrites the shifted integrand as an `overlap` with exponents `a j + c`; `funext x` means that the two functions are compared at each $x$. Then `gaussAvg_overlap` evaluates both averages, and `ring` completes the square. No contour is moved in the proof, since both sides are compared through their closed forms.

```lean
/-- The contour shift for a single exponential, with complex `a` and complex shift `c`. -/
theorem contour_shift_exp (a c : ℂ) :
    gaussAvg (fun x => exp (x * a)) =
      gaussAvg (fun x => exp (x * c - c ^ 2 / 2) * exp ((x - c) * a)) := by
  simpa [overlap] using contour_shift (fun _ : Fin 1 => (1 : ℂ)) (fun _ => a) c
```

A sum with one term of weight 1 gives

$$E[e^{xa}]=E\!\left[e^{xc-c^2/2}e^{(x-c)a}\right].$$

The type `Fin 1` is the index set with a single element.

## Subtracting a real background

```lean
/-- For `a = i s v` and the imaginary shift `c = -i s m`, the shifted integrand is, at every
field value, the background-subtracted one. -/
theorem shifted_integrand (s v m x : ℝ) :
    exp (x * (-I * s * m) - (-I * s * m) ^ 2 / 2) * exp ((x - (-I * s * m)) * (I * s * v)) =
      subtracted s v m x := by
  rw [subtracted, Complex.ofReal_exp, ← Complex.exp_add, ← Complex.exp_add]
  congr 1
  push_cast
  linear_combination ((s : ℂ) ^ 2 * m * v - (s : ℂ) ^ 2 * m ^ 2 / 2) * Complex.I_sq
```

Now put $a=isv$ and $c=-ism$. The two parts of the exponent are

$$xc-\frac{c^2}{2}=-isxm+\frac{s^2m^2}{2},\qquad (x-c)a=isxv-s^2mv,$$

and their sum is $isx(v-m)-s^2(mv-m^2/2)$. The shifted integrand therefore equals $S(x)$ at every field value, not only on average. The tactic `linear_combination` verifies the algebra given $i^2=-1$, which Lean calls `Complex.I_sq`.

```lean
/-- Subtracting one common real background `m` from a whole real spectrum `v j` in the phases, and
multiplying each term by its mean-field factor `exp (-s² (m v j - m² / 2))`, leaves the field
average unchanged. -/
theorem background_subtraction {ι : Type*} [Fintype ι] (w : ι → ℂ) (v : ι → ℝ) (s m : ℝ) :
    gaussAvg (fun x => overlap w (fun j => I * s * v j) x) =
      gaussAvg (fun x => ∑ j, w j * subtracted s (v j) m x) := by
  rw [contour_shift w _ (-I * s * m)]
  congr 1
  funext x
  rw [overlap, Finset.mul_sum]
  refine Finset.sum_congr rfl fun j _ => ?_
  rw [← shifted_integrand]
  exact mul_left_comm _ _ _
```

For real $v_j$ and one common real $m$,

$$E\Big[\sum_jw_je^{isxv_j}\Big]=E\Big[\sum_jw_j\,e^{isx(v_j-m)}e^{-s^2(mv_j-m^2/2)}\Big].$$

By hand, apply the shift with $c=-ism$ to the whole sum, then use the pointwise identity in each term; the proof does the same. The shift does not depend on $j$, so a calculation can apply it without knowing the individual eigenvalues. In practice $m$ is often the expectation value of the one-body operator in a trial state. Here it may be any real number that does not depend on $x$.

```lean
/-- The averaged fluctuation phase times the mean-field factor is `exp (-s² v² / 2)`, matching
`v² / 2 = (v - m)² / 2 + m v - m² / 2`. -/
theorem mean_field_split (s v m : ℝ) :
    gaussAvg (fun x => exp (x * (I * ((s * (v - m) : ℝ) : ℂ)))) *
        ((Real.exp (-(s ^ 2 * (m * v - m ^ 2 / 2))) : ℝ) : ℂ) =
      ((Real.exp (-(s ^ 2 * v ^ 2) / 2) : ℝ) : ℂ) := by
  have h := gaussAvg_overlap (fun _ : Fin 1 => (1 : ℂ)) (fun _ => I * ((s * (v - m) : ℝ) : ℂ))
  simp only [overlap, Finset.univ_unique, Finset.sum_singleton, one_mul] at h
  rw [h, Complex.ofReal_exp, Complex.ofReal_exp, ← Complex.exp_add]
  congr 1
  push_cast
  linear_combination ((s : ℂ) ^ 2 * (v - m) ^ 2 / 2) * Complex.I_sq
```

The average of the phase is $e^{-s^2(v-m)^2/2}$, by the Gaussian average with exponent $is(v-m)$. Multiplying by the mean-field factor gives

$$e^{-s^2(v-m)^2/2}\,e^{-s^2(mv-m^2/2)}=e^{-s^2v^2/2},$$

because $v^2/2=(v-m)^2/2+mv-m^2/2$. The background thus takes the terms $mv-m^2/2$ out of the fluctuating part, and the field has to produce only the square of the residual $v-m$. In the proof, `h` is the one-term average, and the final line is this decomposition.

## How much the integrand fluctuates

```lean
/-- Mean squared distance between a fluctuating phase of real amplitude `R` and a real
number `E`. -/
theorem phase_noise (θ R E : ℝ) :
    gaussAvg (fun x => ((‖exp (x * (I * θ)) * R - E‖ ^ 2 : ℝ) : ℂ)) =
      ((R ^ 2 + E ^ 2 - 2 * R * E * Real.exp (-θ ^ 2 / 2) : ℝ) : ℂ) := by
  -- the squared modulus is a superposition of three exponentials
  have h : (fun x : ℝ => ((‖exp (x * (I * θ)) * R - E‖ ^ 2 : ℝ) : ℂ)) =
      fun x : ℝ => overlap ![(R : ℂ) ^ 2 + (E : ℂ) ^ 2, -((R : ℂ) * E), -((R : ℂ) * E)]
        ![0, I * θ, -I * θ] x := by
    funext x
    have hc : starRingEnd ℂ (exp (x * (I * θ)) * R - E) = exp (x * (-I * θ)) * R - E := by
      simp only [map_sub, map_mul, ← Complex.exp_conj, Complex.conj_ofReal, Complex.conj_I]
    have hp : exp (x * (I * θ)) * exp (x * (-I * θ)) = 1 := by
      rw [← Complex.exp_add, ← Complex.exp_zero]
      congr 1
      ring
    rw [← Complex.normSq_eq_norm_sq, ← Complex.mul_conj, hc, overlap, Fin.sum_univ_three]
    change _ = ((R : ℂ) ^ 2 + (E : ℂ) ^ 2) * exp (x * 0) + -((R : ℂ) * E) * exp (x * (I * θ)) +
      -((R : ℂ) * E) * exp (x * (-I * θ))
    rw [mul_zero, Complex.exp_zero]
    linear_combination (R : ℂ) ^ 2 * hp
  rw [h, gaussAvg_overlap, Fin.sum_univ_three]
  change ((R : ℂ) ^ 2 + (E : ℂ) ^ 2) * exp (0 ^ 2 / 2) + -((R : ℂ) * E) * exp ((I * θ) ^ 2 / 2) +
    -((R : ℂ) * E) * exp ((-I * θ) ^ 2 / 2) = _
  have e0 : (0 : ℂ) ^ 2 / 2 = 0 := by norm_num
  have e1 : (I * θ) ^ 2 / 2 = ((-θ ^ 2 / 2 : ℝ) : ℂ) := by
    push_cast
    linear_combination ((θ : ℂ) ^ 2 / 2) * Complex.I_sq
  have e2 : (-I * θ) ^ 2 / 2 = ((-θ ^ 2 / 2 : ℝ) : ℂ) := by
    push_cast
    linear_combination ((θ : ℂ) ^ 2 / 2) * Complex.I_sq
  rw [e0, e1, e2, Complex.exp_zero]
  push_cast
  ring
```

For real $\theta$, $R$ and $E$, where $E$ is now a number and angle brackets denote the Gaussian average,

$$\left\langle|Re^{ix\theta}-E|^2\right\rangle=R^2+E^2-2RE\,e^{-\theta^2/2}.$$

Expanding the squared modulus gives $R^2+E^2-RE(e^{ix\theta}+e^{-ix\theta})$, and each phase averages to $e^{-\theta^2/2}$. Lean writes the same expansion as an `overlap` of three exponentials, with exponents $0$, $i\theta$ and $-i\theta$, and applies the average already proved. The steps `hc` and `hp` supply the complex conjugate and the fact that the two opposite phases multiply to 1.

```lean
/-- The mean squared deviation of the background-subtracted integrand from `exp (-s² v² / 2)`
is `exp (-s² v²) (exp (s² (v - m)²) - 1)`. -/
theorem subtracted_noise (s v m : ℝ) :
    gaussAvg (fun x =>
        ((‖subtracted s v m x - ((Real.exp (-(s ^ 2 * v ^ 2) / 2) : ℝ) : ℂ)‖ ^ 2 : ℝ) : ℂ)) =
      ((Real.exp (-(s ^ 2 * v ^ 2)) * (Real.exp (s ^ 2 * (v - m) ^ 2) - 1) : ℝ) : ℂ) := by
  unfold subtracted
  rw [phase_noise]
  congr 1
  have h1 : Real.exp (-(s ^ 2 * (m * v - m ^ 2 / 2))) * Real.exp (-(s * (v - m)) ^ 2 / 2) =
      Real.exp (-(s ^ 2 * v ^ 2) / 2) := by
    rw [← Real.exp_add]
    congr 1
    ring
  have h2 : Real.exp (-(s ^ 2 * v ^ 2) / 2) ^ 2 = Real.exp (-(s ^ 2 * v ^ 2)) := by
    rw [sq, ← Real.exp_add]
    congr 1
    ring
  have h3 : Real.exp (-(s ^ 2 * (m * v - m ^ 2 / 2))) ^ 2 =
      Real.exp (-(s ^ 2 * v ^ 2)) * Real.exp (s ^ 2 * (v - m) ^ 2) := by
    rw [sq, ← Real.exp_add, ← Real.exp_add]
    congr 1
    ring
  linear_combination h3 - h2 - 2 * Real.exp (-(s ^ 2 * v ^ 2) / 2) * h1

end

end ContourShift
```

The last theorem gives the mean squared deviation of a single subtracted exponential from its average:

$$\left\langle\left|S(x)-e^{-s^2v^2/2}\right|^2\right\rangle=e^{-s^2v^2}\left(e^{s^2(v-m)^2}-1\right).$$

To derive it, set $\theta=s(v-m)$, $R=e^{-s^2(mv-m^2/2)}$ and $E=e^{-s^2v^2/2}$ in the previous result. The mean-field split says $Re^{-\theta^2/2}=E$, so the right-hand side becomes $R^2-E^2$. Since $R^2=e^{-s^2v^2}e^{s^2(v-m)^2}$, the formula follows. In the proof `h1` is the split, and `h2` and `h3` are the values of $E^2$ and $R^2$.

Relative to the squared average, the noise is $e^{s^2(v-m)^2}-1$. It vanishes at $m=v$ and grows with $|v-m|$ when $s\neq0$. This formula concerns one eigenvalue and one field; for a sum over several eigenvalues, the noise also contains cross terms that depend on the weights.

```lean
#print axioms ContourShift.contour_shift
-- 'ContourShift.contour_shift' depends on axioms: [propext, Classical.choice, Quot.sound]
#print axioms ContourShift.background_subtraction
-- 'ContourShift.background_subtraction' depends on axioms: [propext, Classical.choice, Quot.sound]
#print axioms ContourShift.mean_field_split
-- 'ContourShift.mean_field_split' depends on axioms: [propext, Classical.choice, Quot.sound]
#print axioms ContourShift.subtracted_noise
-- 'ContourShift.subtracted_noise' depends on axioms: [propext, Classical.choice, Quot.sound]
```
